# The square of σ·p is p·p times the identity for a real three-vector p

The theorem `sigmaDot_mul_self` says that the Pauli contraction σ·p, squared, is p·p times the 2×2 identity matrix. Here p is any triple of real numbers, not necessarily of unit length, and σ·p is written out as an explicit complex 2×2 matrix. The attempt compares the two sides entry by entry, expands the products and sums with `simp`, and then tries to close what is left with one `linear_combination` built from `Complex.I_sq`, the fact that I² = −1.

An attempt in Lean 4 with a fault in it:

```lean
import Mathlib

open Matrix

namespace SigmaDotMulSelf

noncomputable section

/-- The Pauli contraction `σ·p`. -/
def sigmaDot (p : Fin 3 → ℝ) : Matrix (Fin 2) (Fin 2) ℂ :=
  !![(p 2 : ℂ), p 0 - Complex.I * p 1; p 0 + Complex.I * p 1, -(p 2 : ℂ)]

variable {m E s s' k k' θ : ℝ} {p p' : Fin 3 → ℝ} {u u' v : Fin 2 ⊕ Fin 2 → ℂ}
  {φ φ' : Fin 2 → ℂ}

/-- The square of `σ·p` is `p·p` times the identity. -/
theorem sigmaDot_mul_self (p : Fin 3 → ℝ) :
    sigmaDot p * sigmaDot p = ((p ⬝ᵥ p : ℝ) : ℂ) • 1 := by
  ext i j
  fin_cases i <;> fin_cases j <;>
    simp [sigmaDot, dotProduct, Fin.sum_univ_succ, Matrix.mul_apply] <;>
    linear_combination (-(p 1 : ℂ) ^ 2) * Complex.I_sq + (p 1 : ℂ) ^ 2 * Complex.I_sq

end

end SigmaDotMulSelf
```

Messages:

```
Main.lean:22:4: error: ring failed, ring expressions not equal
p : Fin 3 → ℝ
⊢ -(Complex.I ^ 2 * ↑(p 1) ^ 2) - ↑(p 1) ^ 2 = 0
Main.lean:22:4: error: ring failed, ring expressions not equal
p : Fin 3 → ℝ
⊢ -(Complex.I ^ 2 * ↑(p 1) ^ 2) - ↑(p 1) ^ 2 = 0
```

This version goes through:

```diff
@@ -20,5 +20,5 @@
   fin_cases i <;> fin_cases j <;>
     simp [sigmaDot, dotProduct, Fin.sum_univ_succ, Matrix.mul_apply] <;>
-    linear_combination (-(p 1 : ℂ) ^ 2) * Complex.I_sq + (p 1 : ℂ) ^ 2 * Complex.I_sq
+    ring_nf <;> simp only [Complex.I_sq] <;> ring
 
 end
```

Cause. Both messages show the same remainder, −I²p₁² − p₁² = 0, which comes from the two diagonal entries. It is true, but only because I² = −1, and `ring` does not use that fact: it treats `Complex.I` as it would any other symbol. The `linear_combination` was meant to supply it, but its two terms are `Complex.I_sq` multiplied by −p₁² and by +p₁², so they cancel and contribute nothing. The first term alone would have closed the diagonal goals.

The repair replaces this line with three steps. `ring_nf` multiplies out the expressions and brings the powers of `Complex.I` into the form `Complex.I ^ 2`, `simp only [Complex.I_sq]` replaces that square by −1, and `ring` finishes the algebra. The off-diagonal entries never needed I² = −1, since their terms cancel by ordinary algebra. The steps are joined by `<;>`, so the later ones run only on goals that are still open.
